# Flux conservation pairs each transfer-matrix eigenvalue x with 1/conj(x)

An electron wave entering a periodically layered conductor at fixed energy may propagate through it or die away inside. The transfer matrix carries amplitudes along the layers, and its eigenvalues over one period distinguish the two behaviours. What restriction do these eigenvalues obey if no slice absorbs or emits particles?

```lean
import Mathlib

open Matrix

namespace TransferMatrix

noncomputable section

variable {n : Type*} [Fintype n] [DecidableEq n]

/-- The matrix `J = [[0, -1], [1, 0]]` on the amplitudes of two neighbouring slices. -/
def fluxJ : Matrix (n ⊕ n) (n ⊕ n) ℂ := fromBlocks 0 (-1) 1 0

/-- The transfer matrix `[[E - H, -1], [1, 0]]` of one slice with Hamiltonian `H` at real
energy `E`. -/
def sliceTransfer (E : ℝ) (H : Matrix n n ℂ) : Matrix (n ⊕ n) (n ⊕ n) ℂ :=
  fromBlocks ((E : ℂ) • (1 : Matrix n n ℂ) - H) (-1) 1 0

/-- The transfer matrix of the first `m` slices `H 0, ..., H (m - 1)`, later slices standing
to the left. -/
def chainTransfer (E : ℝ) (H : ℕ → Matrix n n ℂ) : ℕ → Matrix (n ⊕ n) (n ⊕ n) ℂ
  | 0 => 1
  | m + 1 => sliceTransfer E (H m) * chainTransfer E H m

/-- The flux form `u† J v` of two states on a pair of neighbouring slices. -/
def flux (u v : n ⊕ n → ℂ) : ℂ := star u ⬝ᵥ (fluxJ *ᵥ v)

/-- The number `x` is an eigenvalue of `M`: some nonzero `v` satisfies `M v = x v`. -/
def IsEigenvalue (M : Matrix (n ⊕ n) (n ⊕ n) ℂ) (x : ℂ) : Prop :=
  ∃ v : n ⊕ n → ℂ, v ≠ 0 ∧ M *ᵥ v = x • v

/-- One slice maps the amplitudes `(a, b)` to `(E a - H a - b, a)`. -/
theorem sliceTransfer_mulVec (E : ℝ) (H : Matrix n n ℂ) (a b : n → ℂ) :
    sliceTransfer E H *ᵥ Sum.elim a b = Sum.elim ((E : ℂ) • a - H *ᵥ a - b) a := by
  rw [sliceTransfer, fromBlocks_mulVec]
  simp only [Sum.elim_comp_inl, Sum.elim_comp_inr, sub_mulVec, smul_mulVec, one_mulVec,
    neg_mulVec, zero_mulVec, add_zero, ← sub_eq_add_neg]

/-- If `ψ` solves the discrete Schrödinger equation on the first `m` slices, the chain transfer
matrix carries the amplitudes `(ψ 1, ψ 0)` to `(ψ (m + 1), ψ m)`. -/
theorem chainTransfer_propagates (E : ℝ) (H : ℕ → Matrix n n ℂ) (ψ : ℕ → n → ℂ) (m : ℕ)
    (h : ∀ j < m, ψ (j + 2) + ψ j + H j *ᵥ ψ (j + 1) = (E : ℂ) • ψ (j + 1)) :
    chainTransfer E H m *ᵥ Sum.elim (ψ 1) (ψ 0) = Sum.elim (ψ (m + 1)) (ψ m) := by
  induction m with
  | zero => simp [chainTransfer]
  | succ m ih =>
    have e : (E : ℂ) • ψ (m + 1) - H m *ᵥ ψ (m + 1) - ψ m = ψ (m + 2) := by
      rw [← h m (Nat.lt_succ_self m)]
      abel
    rw [chainTransfer, ← mulVec_mulVec, ih (fun j hj => h j (Nat.lt_succ_of_lt hj)),
      sliceTransfer_mulVec]
    exact congrArg (fun a => Sum.elim a (ψ (m + 1))) e

/-- The transfer matrix of a single slice preserves `J` exactly when the slice Hamiltonian is
Hermitian. -/
theorem sliceTransfer_preserves_iff (E : ℝ) (H : Matrix n n ℂ) :
    (sliceTransfer E H)ᴴ * fluxJ * sliceTransfer E H = fluxJ ↔ H.IsHermitian := by
  -- the only block that can differ from that of `J` is the upper left one, `Hᴴ - H`
  have key : (sliceTransfer E H)ᴴ * fluxJ * sliceTransfer E H
      = fromBlocks (Hᴴ - H) (-1) 1 0 := by
    simp [sliceTransfer, fluxJ, fromBlocks_conjTranspose, fromBlocks_multiply]
  rw [key, fluxJ, fromBlocks_inj]
  constructor
  · intro h
    exact sub_eq_zero.mp h.1
  · intro h
    exact ⟨sub_eq_zero.mpr h.eq, rfl, rfl, rfl⟩

/-- For Hermitian slices the chain transfer matrix `P` satisfies `P† J P = J`. -/
theorem chainTransfer_preserves (E : ℝ) (H : ℕ → Matrix n n ℂ) (m : ℕ)
    (hH : ∀ j < m, (H j).IsHermitian) :
    (chainTransfer E H m)ᴴ * fluxJ * chainTransfer E H m = fluxJ := by
  induction m with
  | zero => simp [chainTransfer]
  | succ m ih =>
    calc (chainTransfer E H (m + 1))ᴴ * fluxJ * chainTransfer E H (m + 1)
        = (chainTransfer E H m)ᴴ * ((sliceTransfer E (H m))ᴴ * fluxJ * sliceTransfer E (H m))
            * chainTransfer E H m := by
          simp only [chainTransfer, conjTranspose_mul, Matrix.mul_assoc]
      _ = fluxJ := by
          rw [(sliceTransfer_preserves_iff E (H m)).mpr (hH m (Nat.lt_succ_self m)),
            ih (fun j hj => hH j (Nat.lt_succ_of_lt hj))]

/-- For Hermitian slices the chain transfer matrix `P` is invertible from the left by
`-J P† J`, and it also satisfies `P J P† = J`. -/
theorem chainTransfer_inverse_and_dual (E : ℝ) (H : ℕ → Matrix n n ℂ) (m : ℕ)
    (hH : ∀ j < m, (H j).IsHermitian) :
    -(fluxJ * (chainTransfer E H m)ᴴ * fluxJ) * chainTransfer E H m = 1 ∧
      chainTransfer E H m * fluxJ * (chainTransfer E H m)ᴴ = fluxJ := by
  have h := chainTransfer_preserves E H m hH
  generalize chainTransfer E H m = P at h ⊢
  have hJ : (fluxJ : Matrix (n ⊕ n) (n ⊕ n) ℂ) * fluxJ = -1 := by
    rw [fluxJ, fromBlocks_multiply, ← fromBlocks_one, fromBlocks_neg]
    simp
  have hl : -(fluxJ * Pᴴ * fluxJ) * P = 1 := by
    calc -(fluxJ * Pᴴ * fluxJ) * P = -(fluxJ * (Pᴴ * fluxJ * P)) := by noncomm_ring
      _ = 1 := by rw [h, hJ, neg_neg]
  -- in finite dimension a left inverse is a right inverse
  have hr : P * -(fluxJ * Pᴴ * fluxJ) = 1 := mul_eq_one_comm.mp hl
  refine ⟨hl, ?_⟩
  calc P * fluxJ * Pᴴ = P * -(fluxJ * Pᴴ * (fluxJ * fluxJ)) := by
        rw [hJ]
        noncomm_ring
    _ = P * -(fluxJ * Pᴴ * fluxJ) * fluxJ := by noncomm_ring
    _ = fluxJ := by rw [hr, one_mul]

/-- For Hermitian slices, every eigenvalue `x` of the chain transfer matrix is nonzero, and
`1 / conj x` is an eigenvalue too. -/
theorem eigenvalue_pairing (E : ℝ) (H : ℕ → Matrix n n ℂ) (m : ℕ)
    (hH : ∀ j < m, (H j).IsHermitian) {x : ℂ} (hx : IsEigenvalue (chainTransfer E H m) x) :
    x ≠ 0 ∧ IsEigenvalue (chainTransfer E H m) (1 / star x) := by
  obtain ⟨hl, hd⟩ := chainTransfer_inverse_and_dual E H m hH
  generalize chainTransfer E H m = P at hl hd hx ⊢
  obtain ⟨v, hv, hPv⟩ := hx
  have hx0 : x ≠ 0 := by
    intro h0
    apply hv
    rw [← one_mulVec v, ← hl, ← mulVec_mulVec, hPv, h0, zero_smul, mulVec_zero]
  -- `conj x` is an eigenvalue of `P†`, with eigenvector `u`
  have hdet : (P - x • (1 : Matrix (n ⊕ n) (n ⊕ n) ℂ)).det = 0 :=
    exists_mulVec_eq_zero_iff.mp
      ⟨v, hv, by rw [sub_mulVec, smul_mulVec, one_mulVec, hPv, sub_self]⟩
  have hdet' : (Pᴴ - star x • (1 : Matrix (n ⊕ n) (n ⊕ n) ℂ)).det = 0 := by
    have e : Pᴴ - star x • (1 : Matrix (n ⊕ n) (n ⊕ n) ℂ) = (P - x • 1)ᴴ := by
      rw [conjTranspose_sub, conjTranspose_smul, conjTranspose_one]
    rw [e, det_conjTranspose, hdet, star_zero]
  obtain ⟨u, hu, hu0⟩ := exists_mulVec_eq_zero_iff.mpr hdet'
  rw [sub_mulVec, smul_mulVec, one_mulVec] at hu0
  have hu1 : Pᴴ *ᵥ u = star x • u := sub_eq_zero.mp hu0
  -- `J u` is the partner eigenvector of `P`
  have e : star x • (P *ᵥ (fluxJ *ᵥ u)) = fluxJ *ᵥ u := by
    calc star x • (P *ᵥ (fluxJ *ᵥ u)) = (P * fluxJ * Pᴴ) *ᵥ u := by
          rw [← mulVec_mulVec, hu1, mulVec_smul, mulVec_mulVec]
      _ = fluxJ *ᵥ u := by rw [hd]
  refine ⟨hx0, fluxJ *ᵥ u, ?_, ?_⟩
  · intro h0
    have hr : P * -(fluxJ * Pᴴ * fluxJ) = 1 := mul_eq_one_comm.mp hl
    apply hu
    rw [← one_mulVec u, ← hr, ← mulVec_mulVec, neg_mulVec, ← mulVec_mulVec, h0,
      mulVec_zero, neg_zero, mulVec_zero]
  · calc P *ᵥ (fluxJ *ᵥ u) = (star x)⁻¹ • (star x • (P *ᵥ (fluxJ *ᵥ u))) := by
          rw [smul_smul, inv_mul_cancel₀ (star_ne_zero.mpr hx0), one_smul]
      _ = (1 / star x) • (fluxJ *ᵥ u) := by rw [e, one_div]

/-- For Hermitian slices the flux form of two states is unchanged by the chain. -/
theorem flux_conserved (E : ℝ) (H : ℕ → Matrix n n ℂ) (m : ℕ)
    (hH : ∀ j < m, (H j).IsHermitian) (u v : n ⊕ n → ℂ) :
    flux (chainTransfer E H m *ᵥ u) (chainTransfer E H m *ᵥ v) = flux u v := by
  rw [flux, star_mulVec, ← dotProduct_mulVec, mulVec_mulVec, mulVec_mulVec,
    chainTransfer_preserves E H m hH, flux]

/-- For Hermitian slices, an eigenvector of the chain transfer matrix whose eigenvalue is off
the unit circle has zero flux. -/
theorem evanescent_flux_zero (E : ℝ) (H : ℕ → Matrix n n ℂ) (m : ℕ)
    (hH : ∀ j < m, (H j).IsHermitian) {x : ℂ} {v : n ⊕ n → ℂ}
    (hv : chainTransfer E H m *ᵥ v = x • v) (hx : ‖x‖ ≠ 1) : flux v v = 0 := by
  have h := flux_conserved E H m hH v v
  have e : flux (x • v) (x • v) = star x * x * flux v v := by
    simp only [flux, star_smul, mulVec_smul, smul_dotProduct, dotProduct_smul, smul_eq_mul]
    ring
  rw [hv, e] at h
  have hz : (star x * x - 1) * flux v v = 0 := by linear_combination h
  refine (mul_eq_zero.mp hz).resolve_left fun h1 => hx ?_
  have h2 : ‖x‖ * ‖x‖ = 1 := by
    simpa only [norm_mul, norm_star, norm_one] using congrArg norm (sub_eq_zero.mp h1)
  rcases mul_self_eq_one_iff.mp h2 with h3 | h3
  · exact h3
  · linarith [norm_nonneg x]

end

end TransferMatrix
```

```lean
#print axioms TransferMatrix.chainTransfer_propagates
#print axioms TransferMatrix.eigenvalue_pairing
#print axioms TransferMatrix.evanescent_flux_zero
```

```
'TransferMatrix.chainTransfer_propagates' depends on axioms: [propext, Classical.choice, Quot.sound]
'TransferMatrix.eigenvalue_pairing' depends on axioms: [propext, Classical.choice, Quot.sound]
'TransferMatrix.evanescent_flux_zero' depends on axioms: [propext, Classical.choice, Quot.sound]
```

## A chain with unit hopping

The amplitudes on slice j form a complex vector ψ_j, with one component per element of the finite index type `n`. Neighbouring slices are coupled by the identity matrix, so at energy E

ψ_{j+2} + ψ_j + H_j ψ_{j+1} = E ψ_{j+1}.

Thus H_j acts on slice j+1. Solving for ψ_{j+2} gives the map (ψ_{j+1}, ψ_j) ↦ (ψ_{j+2}, ψ_{j+1}), whose matrix is `sliceTransfer`:

T_j = [[E − H_j, −1], [1, 0]].

`chainTransfer E H m` is the product P_m = T_{m−1} ⋯ T_0, with P_0 = 1. By induction on m, `chainTransfer_propagates` confirms that it takes (ψ_1, ψ_0) to (ψ_{m+1}, ψ_m).

The form `flux u v` is u†Jv, with J = [[0, −1], [1, 0]]. For u = (a, b) it gives

u†Ju = b†a − a†b = −2i Im(a†b),

so i u†Ju/ħ is the particle current towards higher slice numbers, with energies in units of the hopping.

The main theorem, `eigenvalue_pairing`, assumes that E is real (its type is `ℝ`) and that the m slices used are Hermitian (`hH`). Every eigenvalue x of P_m is then nonzero, and 1/conj(x) is an eigenvalue too. If |x| = 1, the two numbers coincide. The theorem says nothing about multiplicities, and the model excludes interactions and other hopping matrices.

## From one slice to the chain

Multiplying the blocks for real E gives

T_j†JT_j = [[H_j† − H_j, −1], [1, 0]].

This equals J exactly when H_j is Hermitian, which is `sliceTransfer_preserves_iff`; `simp` does the multiplication, and comparing blocks does the rest. For the chain, `chainTransfer_preserves` uses induction:

P_{m+1}†JP_{m+1} = P_m†(T_m†JT_m)P_m = P_m†JP_m = J.

Placing this identity between u† and v gives `flux_conserved`. Now write P for P_m. Since J² = −1,

−(JP†J)P = −J(P†JP) = −J² = 1.

For square matrices a left inverse is also a right inverse (`mul_eq_one_comm`), so P(−JP†J) = 1. Multiplying by J on the right yields

PJP† = J.

Both identities are recorded in `chainTransfer_inverse_and_dual`.

## Finding the partner eigenvector

Let Pv = xv with v ≠ 0. If x were 0, the left inverse would give v = 0, so x ≠ 0. Next, det(P − x) = 0, and complex conjugation gives det(P† − conj(x)) = 0. There is therefore a u ≠ 0 with P†u = conj(x)u; in the proof, `exists_mulVec_eq_zero_iff` translates between determinants and null vectors. Applying PJP† = J to u gives

Ju = PJP†u = conj(x) P(Ju),

and hence

P(Ju) = (1/conj(x)) Ju.

The vector Ju is nonzero because J is invertible; the Lean proof reaches this through the right inverse of P, which would send u to 0 if Ju vanished.

Flux conservation also gives, for Pv = xv,

(|x|² − 1) v†Jv = 0.

So a mode with |x| ≠ 1 carries no flux, as `evanescent_flux_zero` states.

## An absorbing site breaks the pairing

Take one slice with one site, E = 0 and H_0 = −3i/2, a potential that absorbs particles. Then

P_1 = [[3i/2, −1], [1, 0]]

has eigenvalues 2i and −i/2. The partner of 2i would be 1/conj(2i) = i/2, which is not an eigenvalue. Taking H_0 = 0 and E = 3i/2 gives the same matrix, so the assumption that E is real cannot be dropped either.

## Sorting the modes of a periodic lead

For a non-interacting lead with unit hopping, a calculation can take P over one period and find its eigenvalues and eigenvectors. Modes with |x| < 1 decay towards higher slice numbers, and those with |x| > 1 grow. For a mode with |x| = 1 and nonzero flux, the sign of i v†Jv gives the direction of the current. If several independent modes share such an x, their eigenvectors should first be combined so that v†Jw = 0 for any two different ones, v and w; otherwise the signs can miscount the modes in each direction.

The size of P†JP − J and the distance from each 1/conj(x) to the nearest computed eigenvalue are useful numerical checks. In long products, growing modes can swamp the decaying ones through rounding, and both checks then deteriorate. An imaginary part iη added to E, as in Green's function calculations, also disturbs the identity, even in exact arithmetic.
